# If a finite sum of real exponentials vanishes at all positive times, the coefficients sharing each decay rate sum to zero

The Laplace amplitude of a real vector `x` is the finite sum of its components `x m`, each multiplied by `exp (-D m * t)`, where the denominators `D m` are real numbers of any sign. The theorem `group_sum_eq_zero` states that if this amplitude vanishes at every `t > 0`, then for each real `d` the components with `D m = d` sum to zero. Single components need not vanish when denominators coincide, and `x` need not be normalised. The proof uses positive integer times to show that sums weighted by `exp (-D m)` times any polynomial in `exp (-D m)` vanish, then picks a polynomial that is zero on every group except that of `d`.

This version doesn't compile in Lean 4 with Mathlib:

```lean
import Mathlib

open Matrix MeasureTheory Set

namespace EnergyDenominator

noncomputable section

variable {n : Type*} [Fintype n]

/-- The Laplace amplitude of a vector `x` at `t`: the sum of its components, each multiplied by `exp
(-D m * t)`. -/
def laplaceAmp (D x : n → ℝ) (t : ℝ) : ℝ :=
  ∑ m, x m * Real.exp (-D m * t)

/-- If the Laplace amplitude vanishes at all positive times, the components of `x` sum to zero
within every group of equal denominators. -/
theorem group_sum_eq_zero {D x : n → ℝ} (h : ∀ t, 0 < t → laplaceAmp D x t = 0) (d : ℝ) :
    ∑ m ∈ Finset.univ.filter (fun m => D m = d), x m = 0 := by
  -- integer times give all polynomial moments in the variables exp (-D m)
  have hp : ∀ p : Polynomial ℝ,
      ∑ m, x m * (Real.exp (-D m) * p.eval (Real.exp (-D m))) = 0 := by
    intro p
    induction p using Polynomial.induction_on' with
    | add p q hp hq =>
      simp only [Polynomial.eval_add, mul_add, Finset.sum_add_distrib, hp, hq, add_zero]
    | monomial k a =>
      have h1 := h ((k : ℝ) + 1) (by positivity)
      rw [← mul_zero a, ← h1, laplaceAmp, Finset.mul_sum]
      refine Finset.sum_congr rfl fun m _ => ?_
      have h2 : Real.exp (-D m * ((k : ℝ) + 1)) =
          Real.exp (-D m) ^ k * Real.exp (-D m) := by
        rw [← Real.exp_nat_mul, ← Real.exp_add]
        congr 1
        ring
      rw [h2, Polynomial.eval_monomial]
      ring
  -- a polynomial that vanishes on all other groups isolates the group with value d
  let s := (Finset.univ.image D).erase d
  have h3 := hp (∏ e ∈ s, (Polynomial.X - Polynomial.C (Real.exp (-e))))
  simp only [Polynomial.eval_prod, Polynomial.eval_sub, Polynomial.eval_X,
    Polynomial.eval_C] at h3
  have hc : Real.exp (-d) * ∏ e ∈ s, (Real.exp (-d) - Real.exp (-e)) ≠ 0 := by
    refine mul_ne_zero (Real.exp_ne_zero _) (Finset.prod_ne_zero_iff.mpr fun e he h0 => ?_)
    have h4 := Real.exp_injective (sub_eq_zero.mp h0)
    exact (Finset.mem_erase.mp he).1 (by linarith)
  refine (mul_eq_zero.mp ?_).resolve_right hc
  rw [Finset.sum_mul, Finset.sum_filter, ← h3]
  refine Finset.sum_congr rfl fun m _ => ?_
  split_ifs with hm
  · rw [hm]
  · have hms : D m ∈ s :=
      Finset.mem_erase.mpr ⟨hm, Finset.mem_image_of_mem D (Finset.mem_univ m)⟩
    rw [Finset.prod_eq_zero hms (sub_self _), mul_zero, mul_zero]

end

end EnergyDenominator
```

Compiling this gives:

```
Main.lean:54:8: error: Tactic `rewrite` failed: Did not find an occurrence of the pattern
  ∏ j ∈ s, (D m - j)
in the target expression
  ∑ x_1, x x_1 * (Real.exp (-D x_1) * ∏ x ∈ s, (Real.exp (-D x_1) - Real.exp (-x))) =
    x m * (Real.exp (-D m) * ∏ x ∈ s, (Real.exp (-D m) - Real.exp (-x)))

case neg
n : Type u_1
inst✝ : Fintype n
D x : n → ℝ
h : ∀ (t : ℝ), 0 < t → laplaceAmp D x t = 0
d : ℝ
hp : ∀ (p : Polynomial ℝ), ∑ m, x m * (Real.exp (-D m) * Polynomial.eval (Real.exp (-D m)) p) = 0
s : Finset ℝ := (Finset.image D Finset.univ).erase d
h3 : ∑ x_1, x x_1 * (Real.exp (-D x_1) * ∏ x ∈ s, (Real.exp (-D x_1) - Real.exp (-x))) = 0
hc : Real.exp (-d) * ∏ e ∈ s, (Real.exp (-d) - Real.exp (-e)) ≠ 0
m : n
x✝ : m ∈ Finset.univ
hm : ¬D m = d
hms : D m ∈ s
⊢ ∑ x_1, x x_1 * (Real.exp (-D x_1) * ∏ x ∈ s, (Real.exp (-D x_1) - Real.exp (-x))) =
    x m * (Real.exp (-D m) * ∏ x ∈ s, (Real.exp (-D m) - Real.exp (-x)))
```

Diagnosis. The message says that the product in the rewrite rule, with factors `D m - j`, does not occur in the goal, whose factors are differences of exponentials. In `Finset.prod_eq_zero hms (sub_self _)` nothing fixed the factor function, and Lean chose `D m - j`, which also vanishes at `j = D m`. The repair states the intended product in the type of `hz` and names the cancelling term in `sub_self`.

The printed goal shows a second fault: its left side is the whole sum from `h3`, where `0` should stand. After `Finset.sum_filter`, the goal has a `0` on the right and another in the `else` branch of the summand, and `rw [← h3]` replaced both. Correcting the product alone would therefore have left that sum equal to zero still to be proved. The repair uses `Eq.trans` to join the termwise equality to `h3`, so the `else` branch keeps its `0` and the last rewrite closes the case.

After these edits no error is left:

```diff
@@ -46,11 +46,13 @@
     exact (Finset.mem_erase.mp he).1 (by linarith)
   refine (mul_eq_zero.mp ?_).resolve_right hc
-  rw [Finset.sum_mul, Finset.sum_filter, ← h3]
-  refine Finset.sum_congr rfl fun m _ => ?_
+  rw [Finset.sum_mul, Finset.sum_filter]
+  refine Eq.trans (Finset.sum_congr rfl fun m _ => ?_) h3
   split_ifs with hm
   · rw [hm]
   · have hms : D m ∈ s :=
       Finset.mem_erase.mpr ⟨hm, Finset.mem_image_of_mem D (Finset.mem_univ m)⟩
-    rw [Finset.prod_eq_zero hms (sub_self _), mul_zero, mul_zero]
+    have hz : ∏ e ∈ s, (Real.exp (-D m) - Real.exp (-e)) = 0 :=
+      Finset.prod_eq_zero hms (sub_self (Real.exp (-D m)))
+    rw [hz, mul_zero, mul_zero]
 
 end
```
